# The static polarisability missed by freezing one harmonic environment coordinate coupled to one active coordinate

An active coordinate of stiffness $a > 0$ is coupled with strength $c$ to an environment coordinate of stiffness $b$, where $c^2 < ab$, and a static unit field acts on the active coordinate alone. The polarisability is $b/(ab - c^2)$ if the environment relaxes and $1/a$ if it is held fixed, and `two_coordinate_gap` states that the first exceeds the second by $c^2/(a(ab - c^2))$. In matrix terms, these are the active diagonal entry of the inverse of the full $2 \times 2$ Hessian and the inverse of its active block. The attempt works out both inverses explicitly, which reduces the claim to an identity between real numbers, and leaves that to `field_simp` and `ring`.

The first attempt, which Lean rejects:

```lean
import Mathlib

open Matrix

namespace TwoCoordinateGap

noncomputable section

variable {n m : Type*} [Fintype n] [Fintype m] [DecidableEq n] [DecidableEq m]

/-- The Hessian of an active block `A` and an environment block `B` with coupling `C`. -/
def hessian (A : Matrix n n ℝ) (B : Matrix m m ℝ) (C : Matrix n m ℝ) :
    Matrix (n ⊕ m) (n ⊕ m) ℝ :=
  fromBlocks A C Cᵀ B

/-- The static polarisability along the field `f` when the environment is held fixed,
for an invertible active block `A`. -/
def frozenPolarisability (A : Matrix n n ℝ) (f : n → ℝ) : ℝ :=
  f ⬝ᵥ (A⁻¹ *ᵥ f)

/-- The static polarisability along a field `f` on the active block when the environment
relaxes too, for an invertible full Hessian. -/
def relaxedPolarisability (A : Matrix n n ℝ) (B : Matrix m m ℝ) (C : Matrix n m ℝ)
    (f : n → ℝ) : ℝ :=
  Sum.elim f 0 ⬝ᵥ ((hessian A B C)⁻¹ *ᵥ Sum.elim f 0)

omit [DecidableEq n] [DecidableEq m] in
/-- The scalar product of two displacements is the sum of its active and environment parts. -/
theorem dotProduct_blocks (a c : n → ℝ) (b d : m → ℝ) :
    Sum.elim a b ⬝ᵥ Sum.elim c d = a ⬝ᵥ c + b ⬝ᵥ d := by
  simp [dotProduct, Fintype.sum_sum_type]

/-- For one active and one environment coordinate with stiffnesses `a > 0` and `b` and coupling `c`,
where `c² < ab`, freezing the environment misses the part `c² / (a (ab - c²))` of the response to a
unit field on the active coordinate. -/
theorem two_coordinate_gap {a b c : ℝ} (ha : 0 < a) (hc : c ^ 2 < a * b) :
    relaxedPolarisability !![a] !![b] !![c] ![1] - frozenPolarisability !![a] ![1] =
      c ^ 2 / (a * (a * b - c ^ 2)) := by
  have ha' : a ≠ 0 := ha.ne'
  have hD : a * b - c ^ 2 ≠ 0 := (sub_pos.mpr hc).ne'
  have hA : (!![a] : Matrix (Fin 1) (Fin 1) ℝ)⁻¹ = !![a⁻¹] := by
    apply Matrix.inv_eq_right_inv
    ext i j
    fin_cases i
    fin_cases j
    simp [Matrix.mul_apply, ha']
  have hM : (hessian !![a] !![b] !![c])⁻¹ =
      fromBlocks !![b / (a * b - c ^ 2)] !![-c / (a * b - c ^ 2)]
        !![-c / (a * b - c ^ 2)] !![a / (a * b - c ^ 2)] := by
    apply Matrix.inv_eq_right_inv
    rw [hessian, Matrix.fromBlocks_multiply]
    ext (i | i) (j | j) <;> fin_cases i <;> fin_cases j <;>
      simp [Matrix.mul_apply, Matrix.one_apply] <;> field_simp <;> ring
  rw [relaxedPolarisability, frozenPolarisability, hM, hA, Matrix.fromBlocks_mulVec,
    dotProduct_blocks]
  simp [dotProduct, Matrix.mulVec]
  field_simp
  ring

end

end TwoCoordinateGap
```

Messages:

```
Try this:
  [apply] ring_nf
  
  The `ring` tactic failed to close the goal. Use `ring_nf` to obtain a normal form.
    
  Note that `ring` works primarily in *commutative* rings. If you have a noncommutative ring, abelian group or module, consider using `noncomm_ring`, `abel` or `module` instead.
Main.lean:38:39: error: unsolved goals
a b c : ℝ
ha : 0 < a
hc : c ^ 2 < a * b
ha' : a ≠ 0
hD : a * b - c ^ 2 ≠ 0
hA : !![a]⁻¹ = !![a⁻¹]
hM :
  (hessian !![a] !![b] !![c])⁻¹ =
    fromBlocks !![b / (a * b - c ^ 2)] !![-c / (a * b - c ^ 2)] !![-c / (a * b - c ^ 2)] !![a / (a * b - c ^ 2)]
⊢ -1 + b * a * (b * a - c ^ 2)⁻¹ = c ^ 2 * (b * a - c ^ 2)⁻¹
Main.lean:53:30: warning: This simp argument is unused:
  Matrix.one_apply

Hint: Omit it from the simp argument list.
  [apply] simp [Matrix.mul_apply]

Note: This linter can be disabled with `set_option linter.unusedSimpArgs false`
```

This version goes through:

```diff
@@ -51,10 +51,13 @@
     rw [hessian, Matrix.fromBlocks_multiply]
     ext (i | i) (j | j) <;> fin_cases i <;> fin_cases j <;>
-      simp [Matrix.mul_apply, Matrix.one_apply] <;> field_simp <;> ring
+      simp [Matrix.mul_apply] <;> field_simp <;> ring
   rw [relaxedPolarisability, frozenPolarisability, hM, hA, Matrix.fromBlocks_mulVec,
     dotProduct_blocks]
-  simp [dotProduct, Matrix.mulVec]
-  field_simp
-  ring
+  -- the remaining identity between the two scalar responses
+  have key : b / (a * b - c ^ 2) - a⁻¹ = c ^ 2 / (a * (a * b - c ^ 2)) := by
+    rw [inv_eq_one_div, div_sub_div _ _ hD ha',
+      div_eq_div_iff (mul_ne_zero hD ha') (mul_ne_zero ha' hD)]
+    ring
+  simpa [dotProduct, Matrix.mulVec] using key
 
 end
```

Diagnosis. The error is in the last step, after both inverses have been found. The goal that remains is true, but it still contains `(b * a - c ^ 2)⁻¹`, so `field_simp` did not clear that denominator, although `hD` says it is nonzero. `ring` doesn't use `hD`, so it can't cancel the inverse against `b * a - c ^ 2`, and the goal stays open. The product is `b * a` in the goal and `a * b` in `hD`, which may be why `field_simp` made no use of `hD`, but the message shows the goal only after `ring` has rearranged it, so it doesn't settle this.

The repair proves the scalar identity separately, as `key`, and no longer relies on `field_simp` there. `inv_eq_one_div` writes `a⁻¹` as a fraction, and `div_sub_div` and `div_eq_div_iff` then clear the denominators, with `hD` and `ha'` handed to them directly. What is left has no division in it, and `ring` proves it. `simpa` then simplifies the matrix expressions and closes the goal with `key`.

Dropping `Matrix.one_apply`, which the linter reports as unused, is only tidying.
